# Kramers pairs: reversed magnetization and a spin density matrix proportional to the identity

## Question

Let $\psi = (a, b) \in \mathbb{C}^2$ be a two-component spinor, not necessarily normalised, and let $T\psi = (-\bar b, \bar a)$ be its time-reversed (Kramers) partner. Let $\sigma_0, \sigma_1, \sigma_2$ be the Pauli matrices $\sigma_x, \sigma_y, \sigma_z$ and $\mathbb 1$ the $2\times 2$ identity. Define the charge $n = |a|^2 + |b|^2$, the magnetization $m_k = \psi^\dagger \sigma_k \psi$ for $k = 0, 1, 2$, and the spin density matrix $\rho(\psi) = \psi\psi^\dagger$.

The claim is that $T$ keeps $n$ and reverses $m$, that $\rho(\psi) + \rho(T\psi) = n\,\mathbb 1$, and that a finite set of spinor orbitals which is closed under $T$, with equal occupation of partners, has no magnetization at any point. How can this be stated and proved in Lean 4 with Mathlib? And is $T\psi$, up to a phase, the only spinor that completes $\rho(\psi)$ to a multiple of the identity?

## Answer

### Modelling choices

A spinor is a function `Fin 2 → ℂ` with `ψ 0` $= a$ and `ψ 1` $= b$. The map `kramers` is $T$; it equals $-i\sigma_1$ applied after complex conjugation of the components. The family `pauli` is indexed by `Fin 3`, so $k = 0, 1, 2$ stand for $x, y, z$.

No normalisation is imposed, because in the last theorem $\psi$ is the value of an orbital at a point, where $n$ is a local density and not $1$. For a normalised spinor one sets $n = 1$ throughout. The charge `charge ψ` is a real number, written with `normSq z` $= |z|^2$. The magnetization `mag ψ k` is defined as the complex number `star ψ ⬝ᵥ pauli k *ᵥ ψ`, and its reality is a theorem. It carries no prefactor: the spin density is $\hbar m/2$. The matrix `rho ψ` has entries $\rho_{ij} = \psi_i \bar\psi_j$; the transposed convention would change the sign of the $\sigma_1$ term in the decomposition below. `magSigma ψ` is $m\cdot\sigma = \sum_k m_k \sigma_k$.

For many orbitals, `ψ : ι → X → Fin 2 → ℂ` is a family of spinor fields $\psi_i(x)$, with $i$ in a finite index type `ι` and $x$ in an arbitrary type `X` of points that has no structure. The occupations $f_i$ are real numbers with no bound or sign assumed. Closure under time reversal is expressed by a permutation $e$ of the indices and complex numbers $u_i$ with

$$|u_i| = 1, \qquad \psi_{e(i)}(x) = u_i\, T\psi_i(x) \ \text{ for all } x, \qquad f_{e(i)} = f_i ,$$

which are the hypotheses `hu`, `hψ` and `hf`. Time reversal acts pointwise and does not move $x$.

### Derivation by hand

**Components** (`components`, `mag_real_and_length`). Multiplying out $\psi^\dagger\sigma_k\psi$ gives

$$m_0 = \bar a b + \bar b a, \qquad m_1 = i(\bar b a - \bar a b), \qquad m_2 = \bar a a - \bar b b .$$

Thus $m_0 = 2\operatorname{Re}(\bar a b)$, $m_1 = 2\operatorname{Im}(\bar a b)$ and $m_2 = |a|^2 - |b|^2$ are real, and

$$m\cdot m = 4|a|^2|b|^2 + (|a|^2 - |b|^2)^2 = n^2 .$$

**Decomposition** (`rho_decomp`). We have $m_0 + i m_1 = 2\bar a b$ and $m_0 - i m_1 = 2 a \bar b$, so

$$n\,\mathbb 1 + m\cdot\sigma = \begin{pmatrix} n + m_2 & m_0 - i m_1 \\ m_0 + i m_1 & n - m_2\end{pmatrix} = 2\begin{pmatrix} |a|^2 & a\bar b \\ b\bar a & |b|^2\end{pmatrix} = 2\rho(\psi).$$

**The partner** (`charge_mag_kramers`, `rho_add_kramers`). With $a' = -\bar b$ and $b' = \bar a$ the moduli are exchanged, so $n$ is unchanged and $m_2$ changes sign. Also $\bar a' b' = -\bar a b$, so $m_0$ and $m_1$ change sign. The density matrix is

$$\rho(T\psi) = \begin{pmatrix} |b|^2 & -a\bar b \\ -b\bar a & |a|^2\end{pmatrix},$$

and $\rho(\psi) + \rho(T\psi) = n\,\mathbb 1$.

**Unequal occupations** (`rho_occupied_pair`). For real $f, g$ write $f\rho(\psi) + g\rho(T\psi) = (f-g)\rho(\psi) + g\,n\,\mathbb 1$. Doubling and inserting the decomposition gives

$$2\big(f\rho(\psi) + g\rho(T\psi)\big) = (f+g)\,n\,\mathbb 1 + (f-g)\,m\cdot\sigma .$$

**Phases** (`phase_invariance`). Replacing $\psi$ by $u\psi$ multiplies both $\rho$ and $m$ by $u\bar u$, which is $1$ when $|u| = 1$.

**Converse** (`rho_add_scalar_iff`). Let $\varphi = (p, q)$ and suppose $\rho(\psi) + \rho(\varphi) = c\,\mathbb 1$ for some complex $c$. Put $A = |a|^2$, $B = |b|^2$, $P = |p|^2$, $Q = |q|^2$. The diagonal entries give $A + P = B + Q$. The entry $(1,0)$ gives $b\bar a + q\bar p = 0$, hence $BA = QP$. Then

$$(P - B)(P + A) = P\,(A + P - B - Q) - (BA - QP) = 0 .$$

Either $P = B$, or $P = A = 0$; in the second case $B + Q = 0$, so $B = 0 = P$ again. Therefore $P = B$ and $Q = A$. If $b \neq 0$, take $u = -p/\bar b$, which has modulus one and satisfies $p = u\,(-\bar b)$. Multiplying the off-diagonal equation by $p$ and using $|p|^2 = |b|^2$ gives $b\,(p\bar a + q\bar b) = 0$, so $q = u\bar a$. If $b = 0$ then $p = 0$, and $u = q/\bar a$ works for $a \ne 0$, while for $a = 0$ both spinors vanish and $u = 1$ works. In every case $\varphi = u\,T\psi$. The other direction follows from phase invariance with $c = n$. The answer to the last part of the question is therefore yes, for every $\psi$ including zero.

**Closed sets of orbitals** (`kramers_closed_density`). Fix $x$ and write $\rho_i$, $n_i$, $m_{i,k}$ for the density matrix, charge and magnetization of $\psi_i(x)$. A finite sum is unchanged by permuting its index, so

$$\sum_i f_i\rho_i = \sum_i f_{e(i)}\,\rho\big(\psi_{e(i)}(x)\big) = \sum_i f_i\,\rho\big(u_i T\psi_i(x)\big) = \sum_i f_i\,\rho\big(T\psi_i(x)\big).$$

Adding the first and last expressions gives $2\sum_i f_i\rho_i = \big(\sum_i f_i n_i\big)\mathbb 1$. The same reindexing applied to $S_k = \sum_i f_i m_{i,k}$ gives $S_k = -S_k$, so $S_k = 0$ for each $k$. These two equations, for every $x$, are the conclusion of the theorem.

### The Lean file

```lean
import Mathlib

open Matrix Complex ComplexConjugate

namespace KramersPairDensity

noncomputable section

/-- The Kramers partner `T ψ = (-conj b, conj a)` of the spinor `ψ = (a, b)`. -/
def kramers (ψ : Fin 2 → ℂ) : Fin 2 → ℂ := ![-conj (ψ 1), conj (ψ 0)]

/-- The three Pauli matrices. -/
def pauli : Fin 3 → Matrix (Fin 2) (Fin 2) ℂ :=
  ![!![0, 1; 1, 0], !![0, -I; I, 0], !![1, 0; 0, -1]]

/-- The charge density `n = |a|² + |b|²` of a spinor. -/
def charge (ψ : Fin 2 → ℂ) : ℝ := normSq (ψ 0) + normSq (ψ 1)

/-- The magnetization component `m_k = ψ† σ_k ψ`. -/
def mag (ψ : Fin 2 → ℂ) (k : Fin 3) : ℂ := star ψ ⬝ᵥ pauli k *ᵥ ψ

/-- The spin density matrix `ρ_ij = ψ_i conj ψ_j`. -/
def rho (ψ : Fin 2 → ℂ) : Matrix (Fin 2) (Fin 2) ℂ := Matrix.of fun i j => ψ i * conj (ψ j)

/-- The matrix `m · σ` built from the magnetization of a spinor. -/
def magSigma (ψ : Fin 2 → ℂ) : Matrix (Fin 2) (Fin 2) ℂ := ∑ k, mag ψ k • pauli k

/-- The two spinor fields `χ` and `T χ`. -/
def pairOrbitals {X : Type*} (χ : X → Fin 2 → ℂ) : Fin 2 → X → Fin 2 → ℂ :=
  ![χ, fun x => kramers (χ x)]

/-- The magnetization components and the charge written in the two spinor amplitudes. -/
theorem components (ψ : Fin 2 → ℂ) :
    mag ψ 0 = conj (ψ 0) * ψ 1 + conj (ψ 1) * ψ 0 ∧
    mag ψ 1 = I * (conj (ψ 1) * ψ 0 - conj (ψ 0) * ψ 1) ∧
    mag ψ 2 = conj (ψ 0) * ψ 0 - conj (ψ 1) * ψ 1 ∧
    (charge ψ : ℂ) = ψ 0 * conj (ψ 0) + ψ 1 * conj (ψ 1) := by
  refine ⟨?_, ?_, ?_, ?_⟩
  · simp [mag, pauli, mulVec, dotProduct, Fin.sum_univ_two]
  · simp [mag, pauli, mulVec, dotProduct, Fin.sum_univ_two]
    ring
  · simp [mag, pauli, mulVec, dotProduct, Fin.sum_univ_two]
    ring
  · rw [mul_conj, mul_conj, charge, ofReal_add]

/-- The magnetization of a single spinor is real and `m · m = n²`. -/
theorem mag_real_and_length (ψ : Fin 2 → ℂ) :
    (∀ k, (mag ψ k).im = 0) ∧ ∑ k, mag ψ k ^ 2 = (charge ψ : ℂ) ^ 2 := by
  obtain ⟨h0, h1, h2, hn⟩ := components ψ
  constructor
  · intro k
    fin_cases k <;> simp [h0, h1, h2] <;> ring
  · rw [Fin.sum_univ_three, h0, h1, h2, hn]
    linear_combination (conj (ψ 1) * ψ 0 - conj (ψ 0) * ψ 1) ^ 2 * I_sq

/-- The spin density matrix splits into charge and magnetization, `2 ρ = n 1 + m · σ`. -/
theorem rho_decomp (ψ : Fin 2 → ℂ) :
    (2 : ℂ) • rho ψ = (charge ψ : ℂ) • (1 : Matrix (Fin 2) (Fin 2) ℂ) + magSigma ψ := by
  obtain ⟨h0, h1, h2, hn⟩ := components ψ
  rw [magSigma, Fin.sum_univ_three, h0, h1, h2, hn, Matrix.one_fin_two]
  ext i j
  fin_cases i <;> fin_cases j <;> simp [rho, pauli] <;>
    first
      | ring1
      | linear_combination (conj (ψ 1) * ψ 0 - conj (ψ 0) * ψ 1) * I_sq
      | linear_combination -(conj (ψ 1) * ψ 0 - conj (ψ 0) * ψ 1) * I_sq

/-- The Kramers partner has the same charge and the opposite magnetization. -/
theorem charge_mag_kramers (ψ : Fin 2 → ℂ) :
    charge (kramers ψ) = charge ψ ∧ ∀ k, mag (kramers ψ) k = -mag ψ k := by
  constructor
  · simp [charge, kramers, add_comm]
  · intro k
    fin_cases k <;> simp [components, kramers] <;> ring

/-- The density matrices of `ψ` and `T ψ` add to the charge `n` times the identity. -/
theorem rho_add_kramers (ψ : Fin 2 → ℂ) :
    rho ψ + rho (kramers ψ) = (charge ψ : ℂ) • (1 : Matrix (Fin 2) (Fin 2) ℂ) := by
  rw [(components ψ).2.2.2, Matrix.one_fin_two]
  ext i j
  fin_cases i <;> fin_cases j <;> simp [rho, kramers] <;> ring

/-- With occupations `f` of `ψ` and `g` of `T ψ`, twice the total density matrix is
`(f + g) n 1 + (f - g) m · σ`. -/
theorem rho_occupied_pair (ψ : Fin 2 → ℂ) (f g : ℝ) :
    (2 : ℂ) • ((f : ℂ) • rho ψ + (g : ℂ) • rho (kramers ψ)) =
      (((f : ℂ) + g) * charge ψ) • (1 : Matrix (Fin 2) (Fin 2) ℂ) +
        ((f : ℂ) - g) • magSigma ψ := by
  linear_combination (norm := module)
    ((f : ℂ) - g) • rho_decomp ψ + (2 * (g : ℂ)) • rho_add_kramers ψ

/-- A phase factor of modulus one changes neither the density matrix nor the magnetization. -/
theorem phase_invariance (ψ : Fin 2 → ℂ) (u : ℂ) (hu : ‖u‖ = 1) :
    rho (u • ψ) = rho ψ ∧ ∀ k, mag (u • ψ) k = mag ψ k := by
  have h1 : u * conj u = 1 := by
    rw [mul_conj, normSq_eq_norm_sq, hu]
    simp
  have h2 : u * star u = 1 := h1
  constructor
  · ext i j
    simp only [rho, of_apply, Pi.smul_apply, smul_eq_mul, map_mul]
    linear_combination (ψ i * conj (ψ j)) * h1
  · intro k
    simp only [mag, star_smul, mulVec_smul, smul_dotProduct, dotProduct_smul, smul_eq_mul]
    linear_combination (star ψ ⬝ᵥ pauli k *ᵥ ψ) * h2

/-- The density matrices of two spinors add to a multiple of the identity exactly when the
second spinor is the Kramers partner of the first up to a phase of modulus one. -/
theorem rho_add_scalar_iff (ψ φ : Fin 2 → ℂ) :
    (∃ c : ℂ, rho ψ + rho φ = c • (1 : Matrix (Fin 2) (Fin 2) ℂ)) ↔
      ∃ u : ℂ, ‖u‖ = 1 ∧ φ = u • kramers ψ := by
  constructor
  · rintro ⟨c, h⟩
    have h00 : ψ 0 * conj (ψ 0) + φ 0 * conj (φ 0) = c := by
      simpa [rho] using congrFun (congrFun h 0) 0
    have h11 : ψ 1 * conj (ψ 1) + φ 1 * conj (φ 1) = c := by
      simpa [rho] using congrFun (congrFun h 1) 1
    have h10 : ψ 1 * conj (ψ 0) + φ 1 * conj (φ 0) = 0 := by
      simpa [rho] using congrFun (congrFun h 1) 0
    rw [mul_conj, mul_conj] at h00 h11
    have e1 : normSq (ψ 0) + normSq (φ 0) = normSq (ψ 1) + normSq (φ 1) := by
      exact_mod_cast h00.trans h11.symm
    have e2 : normSq (ψ 1) * normSq (ψ 0) = normSq (φ 1) * normSq (φ 0) := by
      simpa using congrArg normSq (eq_neg_of_add_eq_zero_left h10)
    -- the moduli of the two amplitudes are exchanged
    have hP : normSq (φ 0) = normSq (ψ 1) := by
      have hf : (normSq (φ 0) - normSq (ψ 1)) * (normSq (φ 0) + normSq (ψ 0)) = 0 := by
        linear_combination normSq (φ 0) * e1 - e2
      rcases mul_eq_zero.1 hf with h' | h'
      · linarith
      · linarith [normSq_nonneg (φ 0), normSq_nonneg (φ 1), normSq_nonneg (ψ 0),
          normSq_nonneg (ψ 1)]
    have hQ : normSq (φ 1) = normSq (ψ 0) := by linarith
    have hnP : ‖φ 0‖ = ‖ψ 1‖ := (sq_eq_sq₀ (norm_nonneg _) (norm_nonneg _)).1
      (by rw [Complex.sq_norm, Complex.sq_norm, hP])
    have hnQ : ‖φ 1‖ = ‖ψ 0‖ := (sq_eq_sq₀ (norm_nonneg _) (norm_nonneg _)).1
      (by rw [Complex.sq_norm, Complex.sq_norm, hQ])
    have key : ∀ u : ℂ, φ 0 = u * -conj (ψ 1) → φ 1 = u * conj (ψ 0) →
        φ = u • kramers ψ := by
      intro u h0 h1
      ext i
      fin_cases i
      · first | exact h0 | simpa [kramers] using h0
      · first | exact h1 | simpa [kramers] using h1
    by_cases hb : ψ 1 = 0
    · have hp : φ 0 = 0 := norm_eq_zero.1 (by rw [hnP, hb, norm_zero])
      by_cases ha : ψ 0 = 0
      · have hq : φ 1 = 0 := norm_eq_zero.1 (by rw [hnQ, ha, norm_zero])
        exact ⟨1, norm_one, key 1 (by simp [hp, hb]) (by simp [hq, ha])⟩
      · have ha' : conj (ψ 0) ≠ 0 := by simpa using ha
        refine ⟨φ 1 / conj (ψ 0), ?_,
          key _ (by simp [hp, hb]) (div_mul_cancel₀ _ ha').symm⟩
        rw [norm_div, Complex.norm_conj, hnQ, div_self (norm_ne_zero_iff.2 ha)]
    · have hb' : conj (ψ 1) ≠ 0 := by simpa using hb
      have hc : φ 0 * conj (φ 0) = ψ 1 * conj (ψ 1) := by rw [mul_conj, mul_conj, hP]
      refine ⟨-φ 0 / conj (ψ 1), ?_, key _ ?_ ?_⟩
      · rw [norm_div, norm_neg, Complex.norm_conj, hnP, div_self (norm_ne_zero_iff.2 hb)]
      · rw [mul_neg, div_mul_cancel₀ _ hb', neg_neg]
      · -- the vanishing off-diagonal entry makes the phase common to both amplitudes
        rw [div_mul_eq_mul_div, eq_div_iff hb']
        apply mul_left_cancel₀ hb
        linear_combination φ 0 * h10 - φ 1 * hc
  · rintro ⟨u, hu, rfl⟩
    exact ⟨charge ψ, by rw [(phase_invariance _ u hu).1, rho_add_kramers]⟩

/-- If a permutation of finitely many spinor fields sends each to its Kramers partner up to a
phase and preserves the occupations, then at every point twice the total density matrix is the
total charge times the identity and the total magnetization vanishes. -/
theorem kramers_closed_density {ι X : Type*} [Fintype ι] (ψ : ι → X → Fin 2 → ℂ) (f : ι → ℝ)
    (e : Equiv.Perm ι) (u : ι → ℂ) (hu : ∀ i, ‖u i‖ = 1)
    (hψ : ∀ i x, ψ (e i) x = u i • kramers (ψ i x)) (hf : ∀ i, f (e i) = f i) (x : X) :
    (2 : ℂ) • ∑ i, (f i : ℂ) • rho (ψ i x) =
        (∑ i, (f i : ℂ) * charge (ψ i x)) • (1 : Matrix (Fin 2) (Fin 2) ℂ) ∧
      ∀ k, ∑ i, (f i : ℂ) * mag (ψ i x) k = 0 := by
  constructor
  · -- reindexing replaces every orbital by its partner
    have h1 : ∑ i, (f i : ℂ) • rho (ψ i x) = ∑ i, (f i : ℂ) • rho (kramers (ψ i x)) :=
      calc _ = ∑ i, (f (e i) : ℂ) • rho (ψ (e i) x) :=
            (Equiv.sum_comp e (fun i => (f i : ℂ) • rho (ψ i x))).symm
        _ = _ := Finset.sum_congr rfl fun i _ => by
            rw [hf, hψ, (phase_invariance _ _ (hu i)).1]
    calc _ = ∑ i, (f i : ℂ) • rho (ψ i x) + ∑ i, (f i : ℂ) • rho (kramers (ψ i x)) := by
          rw [two_smul, ← h1]
      _ = _ := by
          rw [← Finset.sum_add_distrib, Finset.sum_smul]
          exact Finset.sum_congr rfl fun i _ => by
            rw [← smul_add, rho_add_kramers, smul_smul]
  · intro k
    have h2 : ∑ i, (f i : ℂ) * mag (ψ i x) k = ∑ i, -((f i : ℂ) * mag (ψ i x) k) :=
      calc _ = ∑ i, (f (e i) : ℂ) * mag (ψ (e i) x) k :=
            (Equiv.sum_comp e (fun i => (f i : ℂ) * mag (ψ i x) k)).symm
        _ = _ := Finset.sum_congr rfl fun i _ => by
            rw [hf, hψ, (phase_invariance _ _ (hu i)).2, (charge_mag_kramers _).2, mul_neg]
    rw [Finset.sum_neg_distrib] at h2
    linear_combination h2 / 2

/-- The pair `(χ, T χ)` is mapped to its Kramers partners by the exchange of the two fields,
with phases `1` and `-1` of modulus one. -/
theorem kramers_closed_witness {X : Type*} (χ : X → Fin 2 → ℂ) :
    (∀ i : Fin 2, ‖(![1, -1] : Fin 2 → ℂ) i‖ = 1) ∧
      ∀ (i : Fin 2) (x : X), pairOrbitals χ (Equiv.swap 0 1 i) x =
        (![1, -1] : Fin 2 → ℂ) i • kramers (pairOrbitals χ i x) := by
  constructor
  · intro i
    fin_cases i <;> simp
  · intro i x
    fin_cases i <;> ext j <;> fin_cases j <;> simp [pairOrbitals, kramers]

end

end KramersPairDensity
```

```lean
#print axioms KramersPairDensity.mag_real_and_length
#print axioms KramersPairDensity.rho_occupied_pair
#print axioms KramersPairDensity.rho_add_scalar_iff
#print axioms KramersPairDensity.kramers_closed_density
```

```
'KramersPairDensity.mag_real_and_length' depends on axioms: [propext, Classical.choice, Quot.sound]
'KramersPairDensity.rho_occupied_pair' depends on axioms: [propext, Classical.choice, Quot.sound]
'KramersPairDensity.rho_add_scalar_iff' depends on axioms: [propext, Classical.choice, Quot.sound]
'KramersPairDensity.kramers_closed_density' depends on axioms: [propext, Classical.choice, Quot.sound]
```

### How the proofs follow the derivation

The lemma `components` unfolds the matrix products once, and `mag_real_and_length`, `rho_decomp`, `charge_mag_kramers` and `rho_add_kramers` rewrite with its formulas and compare entries case by case. The tactic `ring` treats `I` as an unknown, so wherever $i^2 = -1$ is needed the proof adds a multiple of `I_sq` through `linear_combination`; the multiplier is $\pm(\bar b a - \bar a b)$ in the off-diagonal entries of `rho_decomp` and its square in $m\cdot m = n^2$.

In `rho_add_scalar_iff`, `h00`, `h11` and `h10` are the three matrix entries used above, `e1` is $A + P = B + Q$, `e2` is $BA = QP$, and `hf` is the factorisation $(P-B)(P+A) = 0$. The results $P = B$ and $Q = A$ are `hP` and `hQ`. The helper `key` turns the two component equations $p = u(-\bar b)$ and $q = u\bar a$ into `φ = u • kramers ψ`. The case split on `hb` and `ha` is the one by hand, and the line `linear_combination φ 0 * h10 - φ 1 * hc` is the multiplication of the off-diagonal equation by $p$.

In `kramers_closed_density`, `Equiv.sum_comp` is the reindexing by $e$. The rewrites with `hf`, `hψ` and `phase_invariance` then act term by term, giving `h1` for the density matrices and `h2` for the magnetization. The last line divides $S_k = -S_k$, read as $2S_k = 0$, by two.

The theorem `kramers_closed_witness` supplies `hu` and `hψ` for the two fields $\chi$ and $T\chi$ of `pairOrbitals`, with $e$ the exchange of $0$ and $1$ and phases $u_0 = 1$, $u_1 = -1$. The case $i = 1$ reads $\chi(x) = -TT\chi(x)$, which is where $T^2 = -1$ enters. The witness does not mention occupations; any choice with $f_0 = f_1$ satisfies `hf`.

### Remarks

**A numerical instance.** Take $a = 1$, $b = 1 + i$. Then $n = 3$, $\bar a b = 1 + i$ and $m = (2, 2, -1)$, with $m\cdot m = 9 = n^2$. The partner is $T\psi = (-1 + i,\ 1)$, with magnetization $(-2, -2, 1)$. The matrices are

$$\rho(\psi) = \begin{pmatrix} 1 & 1 - i \\ 1 + i & 2\end{pmatrix}, \qquad \rho(T\psi) = \begin{pmatrix} 2 & -1 + i \\ -1 - i & 1\end{pmatrix},$$

and they add to $3\cdot\mathbb 1$. With $f = 1$ and $g = 1/2$, both $2\rho(\psi) + \rho(T\psi)$ and $\tfrac92\,\mathbb 1 + \tfrac12\, m\cdot\sigma$ equal $\begin{pmatrix} 4 & 1 - i \\ 1 + i & 5\end{pmatrix}$. For the normalised spinor $\psi/\sqrt3$ the values are $n = 1$, $m = (2, 2, -1)/3$, and the pair adds to $\mathbb 1$.

**Scope.** Kramers' degeneracy theorem concerns the eigenvalues of a Hamiltonian that commutes with time reversal. No Hamiltonian appears above: the pairing of orbitals and the equality of occupations are hypotheses, not consequences of a symmetry. Orthogonality and normalisation of the orbitals are neither assumed nor used, and nothing is integrated over $x$. The orthogonality $\langle\psi, T\psi\rangle = -\bar a\bar b + \bar b\bar a = 0$, like the variant hypothesis described last, is not among the Lean theorems.

**Bearing on electronic structure.** In a noncollinear single-particle description, where the local spin density matrix is an occupation-weighted sum over finitely many spinor orbitals, the theorem says that Kramers-paired orbitals with equal occupations give zero magnetization at every point, even though each orbital has $|m| = n$ locally. For a single pair, `rho_occupied_pair` shows that the magnetization part is proportional to the occupation difference $f - g$.

**A technique to reuse.** The proof of `rho_occupied_pair` is one call of `linear_combination (norm := module)`. The goal is presented as a combination of two matrix equations with scalar coefficients, $(f - g)$ times `rho_decomp` plus $2g$ times `rho_add_kramers`, attached with `•`. The tactic `module` then treats `rho ψ`, `rho (kramers ψ)`, `magSigma ψ` and the identity as atoms and compares their scalar coefficients. No matrix entry is opened, and the same pattern applies to linear identities among operators or vectors in a module over a commutative ring of scalars.

**Another model.** Closure under $T$ could be stated with a unitary matrix $U$ in place of a permutation with phases: $T\psi_i = \sum_j U_{ij}\psi_j$, with $U_{ij} = 0$ unless $f_i = f_j$. This would cover orbitals obtained from Kramers pairs by a unitary mixing among equally occupied ones; when two or more pairs are mixed, no resulting orbital need be the partner of another. The permutation form corresponds to $U$ having one nonzero entry in each row and column. The reindexing step would be replaced by a double sum that collapses by unitarity, after which the argument continues with `rho_add_kramers` as before.
